# The smallest matrix perturbation that makes approximate left and right unit eigenvectors exact together

I'm computing a resonance of a Hamiltonian with an absorbing potential, so my matrix A is not Hermitian. The solver returns a complex energy s, a right vector x and a left vector y. Each has its own small residual, but is there one matrix near A for which both are exact at s? And does the distance to it blow up when x and y are nearly orthogonal, as they are near an exceptional point?

## The part shared by the residuals is paid for once

Such a matrix A − E always exists for unit x and y, and the smallest E has

    min ‖E‖² = ‖r‖² + ‖q‖² − |y†r|²,

where ‖E‖ is the Frobenius norm, † is the conjugate transpose, and the residuals are

    r = Ax − sx,    q† = y†A − sy†.

For given residuals the overlap y†x does not enter, so small residuals mean a small E even when x and y are nearly or exactly orthogonal.

To derive this, rewrite the requirements (A − E)x = sx and y†(A − E) = sy† as

    Ex = r,    y†E = q†.

They are compatible, because both give the same number for y†Ex:

    q†x = y†Ax − s y†x = y†r =: c.

Split off the part of q† along x†, setting w† = q† − c x†. Since ‖x‖ = 1, w†x = c − c = 0. Now take

    E₀ = r x† + y w†.

Then E₀x = r + y(w†x) = r, and, since ‖y‖ = 1, y†E₀ = c x† + w† = q†. So E₀ is admissible.

For any other admissible E, the difference F = E − E₀ satisfies Fx = 0 and y†F = 0. For vectors u, v and a matrix G,

    ‖u v† + G‖² = ‖u‖²‖v‖² + ‖G‖² + 2 Re(u†Gv).

Apply this first to E = r x† + (y w† + F). The cross term vanishes because (y w† + F)x = 0. Apply it again to y w† + F, where y†F = 0 removes the cross term:

    ‖E‖² = ‖r‖² + ‖w‖² + ‖F‖².

As w is orthogonal to x, ‖q‖² = |c|² + ‖w‖², and therefore

    ‖E‖² = ‖r‖² + ‖q‖² − |y†r|² + ‖E − E₀‖².

The minimum is reached at E₀ and nowhere else.

In the Lean code below, vectors are functions `n → ℂ` on a finite index type. `sqNorm` and `frobSq` are squared norms, `star y` is the row y†, and `leftResidual` is the row q†, which the comments write as q*. `IsBackwardError` holds the two eigenvector equations, and `optimalError` is E₀. In `min_backwardError`, `IsLeast` says that the formula's value is attained and is a lower bound; the second part gives uniqueness.

```lean
import Mathlib

open Matrix

namespace TwoSidedBackwardError

variable {n : Type*} [Fintype n]

/-- The squared Euclidean norm of a complex vector. -/
noncomputable def sqNorm (v : n → ℂ) : ℝ := ∑ i, ‖v i‖ ^ 2

/-- The squared Frobenius norm of a matrix, summed row by row. -/
noncomputable def frobSq (E : Matrix n n ℂ) : ℝ := ∑ i, sqNorm (E i)

/-- The right residual `r = A x - s x`. -/
def rightResidual (A : Matrix n n ℂ) (x : n → ℂ) (s : ℂ) : n → ℂ :=
  A *ᵥ x - s • x

/-- The left residual, the row vector `q* = y* A - s y*`. -/
def leftResidual (A : Matrix n n ℂ) (y : n → ℂ) (s : ℂ) : n → ℂ :=
  star y ᵥ* A - s • star y

/-- `E` is a two-sided backward error: `(A - E) x = s x` and `y* (A - E) = s y*`. -/
def IsBackwardError (A : Matrix n n ℂ) (x y : n → ℂ) (s : ℂ) (E : Matrix n n ℂ) : Prop :=
  (A - E) *ᵥ x = s • x ∧ star y ᵥ* (A - E) = s • star y

/-- The matrix `r x* + y (q* - (y* r) x*)` built from the two residuals. -/
def optimalError (A : Matrix n n ℂ) (x y : n → ℂ) (s : ℂ) : Matrix n n ℂ :=
  vecMulVec (rightResidual A x s) (star x) +
    vecMulVec y (leftResidual A y s - (star y ⬝ᵥ rightResidual A x s) • star x)

/-- The overlap of a vector with itself is its squared norm. -/
theorem star_dot_self (v : n → ℂ) : star v ⬝ᵥ v = (sqNorm v : ℂ) := by
  unfold sqNorm
  rw [Complex.ofReal_sum]
  simp only [dotProduct, Pi.star_apply]
  refine Finset.sum_congr rfl fun i _ => ?_
  rw [Complex.ofReal_pow]
  exact Complex.conj_mul' (v i)

/-- The squared norm of a sum of two vectors is the sum of the squared norms plus twice
the real part of their overlap. -/
theorem sqNorm_add (u v : n → ℂ) :
    sqNorm (u + v) = sqNorm u + sqNorm v + 2 * (star u ⬝ᵥ v).re := by
  simp only [sqNorm, dotProduct, Complex.re_sum, Finset.mul_sum, ← Finset.sum_add_distrib]
  refine Finset.sum_congr rfl fun i _ => ?_
  simp only [Pi.add_apply, Pi.star_apply, Complex.sq_norm, Complex.normSq_apply,
    Complex.add_re, Complex.add_im, Complex.mul_re, Complex.star_def, Complex.conj_re,
    Complex.conj_im]
  ring

/-- A rank-one matrix `u v` (column times row) acts on a column `x` as `(v x) u` and on a
row `x` as `(x u) v`. -/
theorem rankOne_action (u v x : n → ℂ) :
    vecMulVec u v *ᵥ x = (v ⬝ᵥ x) • u ∧ x ᵥ* vecMulVec u v = (x ⬝ᵥ u) • v := by
  constructor
  · ext i
    simp only [mulVec, dotProduct, vecMulVec_apply, Pi.smul_apply, smul_eq_mul, Finset.sum_mul]
    exact Finset.sum_congr rfl fun j _ => by ring
  · ext i
    simp only [vecMul, dotProduct, vecMulVec_apply, Pi.smul_apply, smul_eq_mul, Finset.sum_mul]
    exact Finset.sum_congr rfl fun j _ => by ring

/-- The squared Frobenius norm of a rank-one matrix `u v` plus a matrix `F`, with the
cross term written as the matrix element `u* F v*`. -/
theorem frobSq_rankOne_add (u v : n → ℂ) (F : Matrix n n ℂ) :
    frobSq (vecMulVec u v + F) =
      sqNorm u * sqNorm v + frobSq F + 2 * (star u ⬝ᵥ (F *ᵥ star v)).re := by
  -- expand the norm of each row
  have h : ∀ i, sqNorm ((vecMulVec u v + F) i) =
      ‖u i‖ ^ 2 * sqNorm v + sqNorm (F i) + 2 * (star (u i) * (F *ᵥ star v) i).re := by
    intro i
    have e : (vecMulVec u v + F) i = u i • v + F i := by
      ext j
      simp [vecMulVec_apply]
    have e2 : sqNorm (u i • v) = ‖u i‖ ^ 2 * sqNorm v := by
      simp [sqNorm, mul_pow, Finset.mul_sum]
    have e3 : star (u i • v) ⬝ᵥ F i = star (u i) * (F *ᵥ star v) i := by
      rw [star_smul, smul_dotProduct, smul_eq_mul, dotProduct_comm]
      rfl
    rw [e, sqNorm_add, e2, e3]
  simp only [frobSq, h, Finset.sum_add_distrib, ← Finset.mul_sum, ← Finset.sum_mul,
    ← Complex.re_sum]
  rfl

/-- The two residuals are compatible: `q* x = y* r`. -/
theorem residual_compat (A : Matrix n n ℂ) (x y : n → ℂ) (s : ℂ) :
    leftResidual A y s ⬝ᵥ x = star y ⬝ᵥ rightResidual A x s := by
  simp only [leftResidual, rightResidual, sub_dotProduct, dotProduct_sub, smul_dotProduct,
    dotProduct_smul, Matrix.dotProduct_mulVec]

/-- `E` is a two-sided backward error exactly when `E x = r` and `y* E = q*`. -/
theorem isBackwardError_iff (A E : Matrix n n ℂ) (x y : n → ℂ) (s : ℂ) :
    IsBackwardError A x y s E ↔
      E *ᵥ x = rightResidual A x s ∧ star y ᵥ* E = leftResidual A y s := by
  unfold IsBackwardError rightResidual leftResidual
  rw [Matrix.sub_mulVec, Matrix.vecMul_sub]
  constructor
  · rintro ⟨h1, h2⟩
    exact ⟨by rw [← h1, sub_sub_cancel], by rw [← h2, sub_sub_cancel]⟩
  · rintro ⟨h1, h2⟩
    exact ⟨by rw [h1, sub_sub_cancel], by rw [h2, sub_sub_cancel]⟩

/-- For unit vectors `x` and `y`, the matrix `optimalError` is a two-sided backward error. -/
theorem optimalError_isBackwardError (A : Matrix n n ℂ) {x y : n → ℂ} (s : ℂ)
    (hx : sqNorm x = 1) (hy : sqNorm y = 1) :
    IsBackwardError A x y s (optimalError A x y s) := by
  rw [isBackwardError_iff]
  unfold optimalError
  constructor
  · rw [Matrix.add_mulVec, (rankOne_action _ _ x).1, (rankOne_action _ _ x).1,
      sub_dotProduct, smul_dotProduct, residual_compat, star_dot_self, hx]
    simp
  · rw [Matrix.vecMul_add, (rankOne_action _ _ (star y)).2, (rankOne_action _ _ (star y)).2,
      star_dot_self, hy]
    simp

/-- For unit `x` and `y`, the squared size of any two-sided backward error `E` is
`‖r‖² + ‖q‖² - |y* r|²` plus its squared distance from `optimalError`. -/
theorem frobSq_backwardError (A E : Matrix n n ℂ) {x y : n → ℂ} (s : ℂ)
    (hx : sqNorm x = 1) (hy : sqNorm y = 1) (hE : IsBackwardError A x y s E) :
    frobSq E = sqNorm (rightResidual A x s) + sqNorm (leftResidual A y s)
      - ‖star y ⬝ᵥ rightResidual A x s‖ ^ 2 + frobSq (E - optimalError A x y s) := by
  obtain ⟨h1, h2⟩ := (isBackwardError_iff A E x y s).1 hE
  obtain ⟨g1, g2⟩ := (isBackwardError_iff A _ x y s).1 (optimalError_isBackwardError A s hx hy)
  obtain ⟨F, hF⟩ : ∃ F, F = E - optimalError A x y s := ⟨_, rfl⟩
  obtain ⟨c, hc⟩ : ∃ c, c = star y ⬝ᵥ rightResidual A x s := ⟨_, rfl⟩
  obtain ⟨w, hw⟩ : ∃ w, w = leftResidual A y s - c • star x := ⟨_, rfl⟩
  -- the remainder F is invisible to both x and y
  have hFx : F *ᵥ x = 0 := by rw [hF, Matrix.sub_mulVec, h1, g1, sub_self]
  have hyF : star y ᵥ* F = 0 := by rw [hF, Matrix.vecMul_sub, h2, g2, sub_self]
  have hwx : w ⬝ᵥ x = 0 := by
    rw [hw, sub_dotProduct, smul_dotProduct, residual_compat, star_dot_self, hx, ← hc]
    simp
  have hsx : sqNorm (star x) = 1 := by
    rw [← hx]
    simp [sqNorm]
  -- split the left residual into its parts along and orthogonal to x*
  have hq : sqNorm (leftResidual A y s) = ‖c‖ ^ 2 + sqNorm w := by
    have e : leftResidual A y s = c • star x + w := by
      rw [hw]
      abel
    have e2 : sqNorm (c • star x) = ‖c‖ ^ 2 * sqNorm x := by
      simp [sqNorm, mul_pow, Finset.mul_sum]
    rw [e, sqNorm_add, e2, hx, star_smul, star_star, smul_dotProduct, dotProduct_comm x w, hwx]
    simp
  have hdec : E = vecMulVec (rightResidual A x s) (star x) + (vecMulVec y w + F) := by
    rw [hF, hw, hc]
    unfold optimalError
    abel
  -- both cross terms vanish
  have e1 := frobSq_rankOne_add (rightResidual A x s) (star x) (vecMulVec y w + F)
  rw [← hdec, star_star, Matrix.add_mulVec, (rankOne_action y w x).1, hwx, hFx, hsx,
    zero_smul, add_zero, dotProduct_zero, Complex.zero_re] at e1
  have e2 := frobSq_rankOne_add y w F
  rw [Matrix.dotProduct_mulVec, hyF, zero_dotProduct, Complex.zero_re, hy] at e2
  rw [← hF, ← hc]
  linarith

/-- For unit `x` and `y`, the minimum squared Frobenius norm of a two-sided backward error
is `‖r‖² + ‖q‖² - |y* r|²`, and `optimalError` is the only minimiser. -/
theorem min_backwardError (A : Matrix n n ℂ) {x y : n → ℂ} (s : ℂ)
    (hx : sqNorm x = 1) (hy : sqNorm y = 1) :
    IsLeast (frobSq '' {E | IsBackwardError A x y s E})
      (sqNorm (rightResidual A x s) + sqNorm (leftResidual A y s)
        - ‖star y ⬝ᵥ rightResidual A x s‖ ^ 2) ∧
    ∀ E, IsBackwardError A x y s E →
      frobSq E = sqNorm (rightResidual A x s) + sqNorm (leftResidual A y s)
        - ‖star y ⬝ᵥ rightResidual A x s‖ ^ 2 → E = optimalError A x y s := by
  have row_nonneg : ∀ v : n → ℂ, 0 ≤ sqNorm v := fun v =>
    Finset.sum_nonneg fun i _ => sq_nonneg _
  refine ⟨⟨⟨optimalError A x y s, optimalError_isBackwardError A s hx hy, ?_⟩, ?_⟩, ?_⟩
  · rw [frobSq_backwardError A _ s hx hy (optimalError_isBackwardError A s hx hy), sub_self]
    simp [frobSq, sqNorm]
  · rintro t ⟨E, hE, rfl⟩
    have h := frobSq_backwardError A E s hx hy hE
    have h0 : 0 ≤ frobSq (E - optimalError A x y s) :=
      Finset.sum_nonneg fun i _ => row_nonneg _
    linarith
  · intro E hE hmin
    have h := frobSq_backwardError A E s hx hy hE
    have h0 : frobSq (E - optimalError A x y s) = 0 := by linarith
    -- a matrix of zero Frobenius norm vanishes entry by entry
    have hrow := (Finset.sum_eq_zero_iff_of_nonneg fun i _ => row_nonneg _).1 h0
    ext i j
    have hij := (Finset.sum_eq_zero_iff_of_nonneg fun k _ => sq_nonneg _).1
      (hrow i (Finset.mem_univ i)) j (Finset.mem_univ j)
    exact sub_eq_zero.1 (norm_eq_zero.1 (pow_eq_zero_iff two_ne_zero |>.1 hij))

/-- If `x` and `y` are unit vectors with `y* x ≠ 0` and `s` is the two-sided Rayleigh quotient
`y* A x / y* x`, the minimum squared backward error is `‖r‖² + ‖q‖²`. -/
theorem min_backwardError_rayleigh (A : Matrix n n ℂ) {x y : n → ℂ} {s : ℂ}
    (hx : sqNorm x = 1) (hy : sqNorm y = 1) (hxy : star y ⬝ᵥ x ≠ 0)
    (hs : s = (star y ⬝ᵥ (A *ᵥ x)) / (star y ⬝ᵥ x)) :
    IsLeast (frobSq '' {E | IsBackwardError A x y s E})
      (sqNorm (rightResidual A x s) + sqNorm (leftResidual A y s)) := by
  -- the Rayleigh quotient makes r orthogonal to y
  have h0 : star y ⬝ᵥ rightResidual A x s = 0 := by
    unfold rightResidual
    rw [dotProduct_sub, dotProduct_smul, smul_eq_mul, hs, div_mul_cancel₀ _ hxy, sub_self]
  have h := (min_backwardError A s hx hy).1
  rw [h0, norm_zero, zero_pow two_ne_zero, sub_zero] at h
  exact h

end TwoSidedBackwardError
```

```lean
#print axioms TwoSidedBackwardError.optimalError_isBackwardError
-- 'TwoSidedBackwardError.optimalError_isBackwardError' depends on axioms: [propext, Classical.choice, Quot.sound]
#print axioms TwoSidedBackwardError.min_backwardError_rayleigh
-- 'TwoSidedBackwardError.min_backwardError_rayleigh' depends on axioms: [propext, Classical.choice, Quot.sound]
```

`isBackwardError_iff` turns the eigenvector equations into Ex = r and y†E = q†, and `residual_compat` is q†x = y†r. `rankOne_action` then shows that E₀ is admissible. `frobSq_rankOne_add` is the norm expansion, obtained row by row from `sqNorm_add`; its `v` is already a row, hence the `star v` in the cross term. `frobSq_backwardError` uses it twice, as `e1` and `e2`, with the row w† called `w`, and `linarith` combines the results. The main theorem then needs only that ‖E − E₀‖² is nonnegative and vanishes only for E = E₀.

Normalisation matters. Take A = diag(0, 1), s = 0, y = (1, 0) and the unnormalised x = (0, 2). Then r = (0, 2) and q = 0, so the formula gives 4, yet E = A is admissible with ‖E‖² = 1. A nonzero x is therefore not enough.

In your calculation, a two-sided Lanczos code often scales the vectors so that y†x = 1. Divide x and y by their own norms, which leaves s unchanged, then form Ax and A†y, the two residuals and the single inner product y†r. E itself is never built. If s is the two-sided Rayleigh quotient y†Ax / y†x, then y†r = 0 and the minimum is ‖r‖² + ‖q‖², which is `min_backwardError_rayleigh`. This choice of s does divide by y†x, so for nearly orthogonal x and y it can make the residuals themselves large.

For resonance energies, this measures how far a finite matrix Hamiltonian must be changed, by an E free to break any symmetry or sparsity of A. Going from a small E to an accurate s is a separate step: it needs the conditioning of the eigenvalue, and that is where near-orthogonal x and y do hurt.
